# Bogoliubov depletion of a uniform Bose gas from an integral equal to $\sqrt2/3$

In units with $\hbar=1$, a uniform, weakly interacting Bose gas in three dimensions, with particle mass $m$, density $n$ and repulsive contact coupling $g$, has mean-field chemical potential $\mu=gn$, free-particle energy $e=k^2/(2m)$ and Bogoliubov energy $E=\sqrt{e(e+2\mu)}$ at momentum $k$. The Lean file below computes the density of particles that Bogoliubov theory places outside the condensate at zero temperature.

```lean
import Mathlib

open Real Filter Topology Set MeasureTheory

namespace CondensateDepletion

noncomputable section

/-- Kinetic energy `k² / (2m)` of a free particle of mass `m ≠ 0`, in units with `ħ = 1`. -/
def kinetic (m k : ℝ) : ℝ := k ^ 2 / (2 * m)

/-- Bogoliubov excitation energy `√(e (e + 2μ))`, where `e` is the kinetic energy for mass `m ≠ 0`
and `μ` is the mean-field chemical potential (coupling times density), for `e (e + 2μ) ≥ 0`. -/
def excitationEnergy (m μ k : ℝ) : ℝ := √(kinetic m k * (kinetic m k + 2 * μ))

/-- Bogoliubov occupation `((e + μ) / E - 1) / 2` of the mode of momentum `k`, for `m ≠ 0`
and nonzero excitation energy `E`. -/
def occupation (m μ k : ℝ) : ℝ := ((kinetic m k + μ) / excitationEnergy m μ k - 1) / 2

/-- Density of particles outside the condensate: the occupation integrated over
three-dimensional momentum space with weight `1 / (2π)³`, for `m, μ > 0`. -/
def depletionDensity (m μ : ℝ) : ℝ :=
  1 / (2 * π ^ 2) * ∫ k in Ioi (0 : ℝ), k ^ 2 * occupation m μ k

/-- The dimensionless depletion integrand, for `x ≠ 0`. -/
def depletionIntegrand (x : ℝ) : ℝ := x ^ 2 * ((x ^ 2 + 1) / √(x ^ 4 + 2 * x ^ 2) - 1)

/-- The antiderivative `(x² + 2)^(3/2) / 3 - √(x² + 2) - x³ / 3`. -/
def antiderivative (x : ℝ) : ℝ := (√(x ^ 2 + 2)) ^ 3 / 3 - √(x ^ 2 + 2) - x ^ 3 / 3

/-- For `m, μ, k > 0`, if the Bogoliubov amplitudes satisfy `u² - v² = 1` and cancel the
anomalous pair terms, then `v²` is the occupation of the mode. -/
theorem sq_eq_occupation {m μ k u v : ℝ} (hm : 0 < m) (hμ : 0 < μ) (hk : 0 < k)
    (hnorm : u ^ 2 - v ^ 2 = 1)
    (hdiag : 2 * (kinetic m k + μ) * (u * v) = μ * (u ^ 2 + v ^ 2)) :
    v ^ 2 = occupation m μ k := by
  have he : 0 < kinetic m k := by unfold kinetic; positivity
  unfold occupation excitationEnergy
  generalize kinetic m k = e at *
  have hE : 0 < √(e * (e + 2 * μ)) := Real.sqrt_pos.mpr (by positivity)
  have hE2 : (√(e * (e + 2 * μ))) ^ 2 = e * (e + 2 * μ) := Real.sq_sqrt (by positivity)
  generalize √(e * (e + 2 * μ)) = E at *
  -- the two conditions fix u² + v² = (e + μ) / E
  have hC : (u ^ 2 + v ^ 2) * E = e + μ := by
    refine (sq_eq_sq₀ (by positivity) (by positivity)).mp ?_
    linear_combination (u ^ 2 + v ^ 2) ^ 2 * hE2
      + (e + μ) ^ 2 * (u ^ 2 - v ^ 2 + 1) * hnorm
      + (2 * (e + μ) * (u * v) + μ * (u ^ 2 + v ^ 2)) * hdiag
  rw [← hC, mul_div_assoc, div_self hE.ne', mul_one]
  linarith

/-- The amplitudes `u = 5/4`, `v = 3/4` satisfy both conditions for `m = 1`, `k = 2`,
`μ = 15`. -/
theorem sq_eq_occupation_witness :
    (5 / 4 : ℝ) ^ 2 - (3 / 4) ^ 2 = 1 ∧
      2 * (kinetic 1 2 + 15) * ((5 / 4) * (3 / 4)) = 15 * ((5 / 4) ^ 2 + (3 / 4) ^ 2) := by
  unfold kinetic
  constructor <;> norm_num

/-- The depletion integrand is nonnegative for `x > 0`. -/
theorem depletionIntegrand_nonneg {x : ℝ} (hx : 0 < x) : 0 ≤ depletionIntegrand x := by
  have hs : 0 < √(x ^ 4 + 2 * x ^ 2) := Real.sqrt_pos.mpr (by positivity)
  have hle : √(x ^ 4 + 2 * x ^ 2) ≤ x ^ 2 + 1 :=
    Real.sqrt_le_iff.mpr ⟨by positivity, by nlinarith⟩
  exact mul_nonneg (sq_nonneg x) (sub_nonneg.mpr ((one_le_div hs).mpr hle))

/-- On `x ≥ 0` the derivative of the antiderivative is the depletion integrand. -/
theorem hasDerivAt_antiderivative {x : ℝ} (hx : 0 ≤ x) :
    HasDerivAt antiderivative (depletionIntegrand x) x := by
  -- cancel one factor x against the square root
  have hI : depletionIntegrand x = x * (x ^ 2 + 1) / √(x ^ 2 + 2) - x ^ 2 := by
    have hxx : x ^ 2 * x⁻¹ = x := by
      by_cases h : x = 0
      · simp [h]
      · rw [sq, mul_assoc, mul_inv_cancel₀ h, mul_one]
    unfold depletionIntegrand
    rw [show x ^ 4 + 2 * x ^ 2 = x ^ 2 * (x ^ 2 + 2) by ring,
      Real.sqrt_mul (sq_nonneg x), Real.sqrt_sq hx, div_eq_mul_inv, mul_inv]
    linear_combination (x ^ 2 + 1) * (√(x ^ 2 + 2))⁻¹ * hxx
  have h0 : HasDerivAt (fun y : ℝ => y ^ 2 + 2) (2 * x) x :=
    ((hasDerivAt_pow 2 x).add_const (2 : ℝ)).congr_deriv (by norm_num)
  have h := h0.sqrt (by positivity)
  have hF := (((h.fun_pow 3).div_const 3).fun_sub h).fun_sub ((hasDerivAt_pow 3 x).div_const 3)
  refine hF.congr_deriv ?_
  have hs : (√(x ^ 2 + 2)) ^ 2 = x ^ 2 + 2 := Real.sq_sqrt (by positivity)
  rw [hI]
  generalize √(x ^ 2 + 2) = s at hs ⊢
  rw [show x ^ 2 + 1 = s ^ 2 - 1 by linarith]
  simp only [Nat.cast_ofNat, Nat.reduceSub]
  ring

/-- The antiderivative tends to zero at large `x`. -/
theorem tendsto_antiderivative : Tendsto antiderivative atTop (𝓝 0) := by
  have hd : Tendsto (fun x : ℝ => √(x ^ 2 + 2) - x) atTop (𝓝 0) := by
    refine squeeze_zero' ?_ ?_ tendsto_inv_atTop_zero
    · filter_upwards with x
      exact sub_nonneg.mpr (Real.le_sqrt_of_sq_le (by linarith))
    · filter_upwards [eventually_gt_atTop (0 : ℝ)] with x hx
      have h1 : x * x⁻¹ = 1 := mul_inv_cancel₀ hx.ne'
      have h2 : √(x ^ 2 + 2) ≤ x + x⁻¹ :=
        Real.sqrt_le_iff.mpr ⟨by positivity, by nlinarith [sq_nonneg x⁻¹]⟩
      linarith
  -- the growing terms cancel: F = d³/12 - d/2 with d = √(x² + 2) - x
  have hF : antiderivative =
      fun x : ℝ => (√(x ^ 2 + 2) - x) ^ 3 / 12 - (√(x ^ 2 + 2) - x) / 2 := by
    funext x
    have hs : (√(x ^ 2 + 2)) ^ 2 = x ^ 2 + 2 := Real.sq_sqrt (by positivity)
    unfold antiderivative
    linear_combination (√(x ^ 2 + 2) + x) / 4 * hs
  rw [hF]
  have h := ((hd.pow 3).div_const 12).sub (hd.div_const 2)
  norm_num at h
  exact h

/-- The depletion integrand is integrable on `x > 0`, and its integral is `√2 / 3`. -/
theorem depletion_integral :
    IntegrableOn depletionIntegrand (Ioi 0) ∧
      ∫ x in Ioi (0 : ℝ), depletionIntegrand x = √2 / 3 := by
  have hder : ∀ x ∈ Ici (0 : ℝ), HasDerivAt antiderivative (depletionIntegrand x) x :=
    fun x hx => hasDerivAt_antiderivative hx
  have hpos : ∀ x ∈ Ioi (0 : ℝ), 0 ≤ depletionIntegrand x :=
    fun x hx => depletionIntegrand_nonneg hx
  refine ⟨integrableOn_Ioi_deriv_of_nonneg' hder hpos tendsto_antiderivative, ?_⟩
  rw [integral_Ioi_of_hasDerivAt_of_nonneg' hder hpos tendsto_antiderivative]
  have hs : (√2 : ℝ) ^ 2 = 2 := Real.sq_sqrt (by norm_num)
  unfold antiderivative
  rw [show (0 : ℝ) ^ 2 + 2 = 2 by norm_num]
  linear_combination (-(√2 / 3)) * hs

/-- For `m, μ > 0` the density of particles outside the condensate is
`(m μ)^(3/2) / (3π²)`. -/
theorem depletionDensity_eq {m μ : ℝ} (hm : 0 < m) (hμ : 0 < μ) :
    depletionDensity m μ = (√(m * μ)) ^ 3 / (3 * π ^ 2) := by
  have hs : (√2 : ℝ) ^ 2 = 2 := Real.sq_sqrt (by norm_num)
  obtain ⟨c, hcdef⟩ : ∃ c, c = √2 * √(m * μ) := ⟨_, rfl⟩
  have hc : 0 < c := by rw [hcdef]; positivity
  have c2 : c ^ 2 = 2 * (m * μ) := by
    rw [hcdef, mul_pow, hs, Real.sq_sqrt (by positivity)]
  -- measure momentum in units of c = √(2mμ)
  have hpt : ∀ x : ℝ, (c * x) ^ 2 * occupation m μ (c * x) =
      c ^ 2 / 2 * depletionIntegrand x := by
    intro x
    have hkin : kinetic m (c * x) = μ * x ^ 2 := by
      unfold kinetic
      rw [mul_pow, c2, div_eq_iff (by positivity)]
      ring
    have hE : excitationEnergy m μ (c * x) = μ * √(x ^ 4 + 2 * x ^ 2) := by
      unfold excitationEnergy
      rw [hkin, show μ * x ^ 2 * (μ * x ^ 2 + 2 * μ) = μ ^ 2 * (x ^ 4 + 2 * x ^ 2) by ring,
        Real.sqrt_mul (sq_nonneg μ), Real.sqrt_sq hμ.le]
    unfold occupation depletionIntegrand
    rw [hE, hkin, show μ * x ^ 2 + μ = μ * (x ^ 2 + 1) by ring,
      mul_div_mul_left _ _ hμ.ne']
    ring
  have h := integral_comp_mul_left_Ioi (fun k => k ^ 2 * occupation m μ k) 0 hc
  simp only [hpt, mul_zero, smul_eq_mul] at h
  rw [integral_const_mul, depletion_integral.2] at h
  unfold depletionDensity
  generalize (∫ k in Ioi (0 : ℝ), k ^ 2 * occupation m μ k) = I at h ⊢
  have hI : I = c ^ 3 * √2 / 6 := by
    have h1 : c * c⁻¹ = 1 := mul_inv_cancel₀ hc.ne'
    linear_combination (-c) * h - I * h1
  have h4 : (√2 * √(m * μ)) ^ 3 * √2 = 4 * (√(m * μ)) ^ 3 := by
    linear_combination (√(m * μ)) ^ 3 * ((√2) ^ 2 + 2) * hs
  rw [hI, hcdef, h4]
  ring

/-- For a gas of mass `m`, density `n` and scattering length `a`, all positive, with coupling
`4πa / m`, the depleted fraction is `8 / (3√π) · √(n a³)`. -/
theorem depleted_fraction {m n a : ℝ} (hm : 0 < m) (hn : 0 < n) (ha : 0 < a) :
    depletionDensity m (4 * π * a / m * n) / n = 8 / (3 * √π) * √(n * a ^ 3) := by
  have hπ := Real.pi_pos
  have hp : (√π) ^ 2 = π := Real.sq_sqrt hπ.le
  have hN : (√n) ^ 2 = n := Real.sq_sqrt hn.le
  have hA : (√a) ^ 2 = a := Real.sq_sqrt ha.le
  have h1 : √(m * (4 * π * a / m * n)) = 2 * √π * √a * √n := by
    have e1 : m * (4 * π * a / m * n) = (2 * √π * √a * √n) ^ 2 := by
      have hm1 : m * m⁻¹ = 1 := mul_inv_cancel₀ hm.ne'
      rw [mul_pow, mul_pow, mul_pow, hp, hA, hN, div_eq_mul_inv]
      linear_combination 4 * π * a * n * hm1
    rw [e1, Real.sqrt_sq (by positivity)]
  have h2 : √(n * a ^ 3) = √n * (√a) ^ 3 := by
    have e2 : n * a ^ 3 = (√n * (√a) ^ 3) ^ 2 := by
      rw [mul_pow, hN, ← pow_mul, mul_comm 3 2, pow_mul, hA]
    rw [e2, Real.sqrt_sq (by positivity)]
  rw [depletionDensity_eq hm (by positivity), h1, h2, div_div, div_mul_eq_mul_div,
    div_eq_div_iff (by positivity) (by positivity)]
  linear_combination 24 * (√a) ^ 3 * √n * (((√π) ^ 2 + π) * (√n) ^ 2 * hp + π ^ 2 * hN)

end

end CondensateDepletion
```

```lean
#print axioms CondensateDepletion.sq_eq_occupation
#print axioms CondensateDepletion.depletion_integral
#print axioms CondensateDepletion.depleted_fraction
```

```
'CondensateDepletion.sq_eq_occupation' depends on axioms: [propext, Classical.choice, Quot.sound]
'CondensateDepletion.depletion_integral' depends on axioms: [propext, Classical.choice, Quot.sound]
'CondensateDepletion.depleted_fraction' depends on axioms: [propext, Classical.choice, Quot.sound]
```

## Occupation of one mode

For nonzero momentum, write the operator that removes a particle as $a_k=u\,b_k-v\,b^\dagger_{-k}$, where $b_k$ removes a quasiparticle and the amplitudes $u,v$ are real. The commutation relations require $u^2-v^2=1$, and the anomalous terms $b_kb_{-k}$ vanish when $2(e+\mu)uv=\mu(u^2+v^2)$. These are `hnorm` and `hdiag` in `sq_eq_occupation`; the file starts from them and contains no operators or Hamiltonian.

Let $C=u^2+v^2$. Then
$$C^2=(u^2-v^2)^2+4u^2v^2=1+\frac{\mu^2C^2}{(e+\mu)^2}.$$
Since $(e+\mu)^2-\mu^2=E^2$, this gives $C=(e+\mu)/E$, and the occupation in the quasiparticle vacuum is
$$v^2=\frac{C-1}{2}=\frac12\left(\frac{e+\mu}{E}-1\right).$$
Lean proves $(CE)^2=(e+\mu)^2$ by `linear_combination` and takes the positive root. `sq_eq_occupation_witness` gives amplitudes that satisfy both conditions: $u=5/4$, $v=3/4$ at $m=1$, $k=2$, $\mu=15$.

## The dimensionless integral

`depletionIntegrand` is
$$I(x)=x^2\left(\frac{x^2+1}{\sqrt{x^4+2x^2}}-1\right).$$
For $x>0$ it is nonnegative, because $(x^2+1)^2=x^4+2x^2+1$ exceeds the expression under the root. This is `depletionIntegrand_nonneg`.

Put $s=\sqrt{x^2+2}$, so that $s'=x/s$ and $I=x(x^2+1)/s-x^2$. The function `antiderivative` is $F=s^3/3-s-x^3/3$, with derivative
$$F'=sx-\frac xs-x^2=\frac{x(s^2-1)}{s}-x^2=I.$$
`hasDerivAt_antiderivative` proves this for all $x\ge0$. At $x=0$ Lean's division by zero is harmless: the prefactor makes $I(0)=0$, which agrees with $F'(0)$.

At large $x$ the terms of $F$ grow separately but cancel. With $d=s-x$ we have $d(s+x)=2$, hence
$$\frac{s^3-x^3}{3}=\frac{d\,[3(s+x)^2+d^2]}{12}=\frac{s+x}{2}+\frac{d^3}{12},$$
and therefore $F=d^3/12-d/2$. For $x>0$ the inequalities $s\ge x$ and $x^2+2\le(x+1/x)^2$ give $0\le d\le1/x$, so $F\to0$. `tendsto_antiderivative` uses this squeeze and this identity.

A nonnegative derivative whose antiderivative has a finite limit is integrable on the half-line. `depletion_integral` applies that result and states both integrability and the value:
$$\int_0^\infty I\,dx=0-F(0)=\sqrt2-\frac{2\sqrt2}{3}=\frac{\sqrt2}{3}.$$

## From momentum space to the depleted fraction

The angular integral turns $d^3k/(2\pi)^3$ into $k^2\,dk/(2\pi^2)$. `depletionDensity` is defined directly in this radial form, as an integral over continuous momenta.

Set $k=cx$ with $c=\sqrt{2m\mu}$. Then $e=\mu x^2$ and $E=\mu\sqrt{x^4+2x^2}$, so $k^2v^2=\tfrac{c^2}{2}I(x)$. With $dk=c\,dx$,
$$\frac{1}{2\pi^2}\cdot\frac{c^3}{2}\cdot\frac{\sqrt2}{3}=\frac{(m\mu)^{3/2}}{3\pi^2}.$$
This is `depletionDensity_eq` for $m,\mu>0$, where the power $3/2$ is written as `(√(m * μ)) ^ 3`. In its proof, `hpt` is the pointwise rescaling and `integral_comp_mul_left_Ioi` changes the variable.

For scattering length $a>0$, `depleted_fraction` inserts the coupling $g=4\pi a/m$, which stands for low-energy $s$-wave scattering and is taken as given. Then $m\mu=4\pi an$, and division by $n$ gives
$$\frac{(4\pi an)^{3/2}}{3\pi^2n}=\frac{8}{3\sqrt\pi}\sqrt{na^3}.$$
Lean reaches this by writing both square roots as products of $\sqrt\pi$, $\sqrt a$ and $\sqrt n$.

The same $n$ sets $\mu$ and divides the result, so the difference between total and condensate density is neglected in $\mu$. The equality holds for all positive $m$, $n$ and $a$, but the quadratic theory behind it describes a gas only when $na^3$ is small. Within that uniform, weakly interacting, zero-temperature model, the fraction estimates the share of particles outside the condensate, which is neglected when all particles are described by a single condensate wavefunction, as in the Gross–Pitaevskii equation.
